# Jacobi's Formula and the Logarithmic Derivative of a Slater Determinant

## Differentiating a determinant numerically

Suppose the orbitals of a Slater determinant depend on a parameter $t$, and its derivative is estimated by finite differences. Two nearly equal determinants are subtracted: a small step loses digits, and a large one leaves a truncation error. Differentiating the permutation expansion term by term removes the step, but leaves $N\cdot N!$ terms for $N$ particles. Jacobi's formula collects these terms into one trace.

In variational Monte Carlo, logarithmic derivatives $\psi'/\psi$ of the wavefunction enter the energy gradient. For a single determinant and one real parameter, away from nodes, Jacobi's formula gives this quotient as a trace. The Slater theorem below states its real part, the derivative of $\log|\psi|$; for a complex wavefunction the energy gradient can also depend on the imaginary part.

## Jacobi's formula

Let $A(t)$ be a square matrix whose entries are differentiable at $t$, with derivatives $A'_{ij}$. Then
$$\frac{d}{dt}\det A=\operatorname{tr}(\operatorname{adj}(A)\,A').$$

For any matrix $B$, let $A^{(i)}$ be $A$ with column $i$ replaced by column $i$ of $B$. Since $\operatorname{adj}(A)_{ik}$ is the cofactor of $A_{ki}$, expansion along column $i$ gives
$$\sum_i\det A^{(i)}=\sum_{i,k}\operatorname{adj}(A)_{ik}B_{ki}=\operatorname{tr}(\operatorname{adj}(A)B).$$

Now differentiate $\det A=\sum_\sigma \operatorname{sgn}(\sigma)\prod_i A_{\sigma(i)i}$, where $\sigma$ runs over permutations:
$$\frac{d}{dt}\det A=\sum_i\sum_\sigma \operatorname{sgn}(\sigma)\,A'_{\sigma(i)i}\prod_{j\ne i}A_{\sigma(j)j}.$$
The inner sum is $\det A^{(i)}$ with $B=A'$, which proves the formula.

## Logarithms and the Slater wavefunction

If $\det A\ne0$, then $\operatorname{adj}(A)=\det(A)\,A^{-1}$, so $(\det A)'=\det(A)\operatorname{tr}(A^{-1}A')$. For real $A$, dividing by $\det A$ gives
$$\frac{d}{dt}\log|\det A|=\operatorname{tr}(A^{-1}A').$$

For a complex amplitude $f\neq0$ with $f'=fw$,
$$\frac{d}{dt}|f|^2=2\operatorname{Re}(\bar f f w)=2|f|^2\operatorname{Re}w,$$
and $\log|f|=\tfrac12\log|f|^2$ therefore has derivative $\operatorname{Re}w$.

Let $M_{ij}=\varphi_j(r_i)$, with particles as rows and orbitals as columns, and let $\psi=\det M/\sqrt{N!}$. The constant prefactor preserves the relation $\psi'=\psi\operatorname{tr}(M^{-1}M')$, so
$$\frac{d}{dt}\log|\psi|=\operatorname{Re}\operatorname{tr}(M^{-1}M').$$

**At a node** this can fail. Take the $1\times1$ matrix $A(t)=(t)$ at $t=0$. Jacobi's formula still gives the correct derivative $1$, but $\log|t|$ has no derivative there. Lean's conventions $\log 0=0$ and $0^{-1}=0$ do not rescue the statement, because the function remains discontinuous.

## Orbital mixing

Let the columns of $A$ hold the occupied orbitals at a fixed configuration, and let these orbitals mix only among themselves: $A'=AX$ for all $t$, with a constant matrix $X$. Write $D=\det A$. Since $\operatorname{adj}(A)A=D\,I$, Jacobi's formula gives $D'=D\operatorname{tr}X$, without assuming invertibility. Hence
$$\frac{d}{dt}\left(De^{-t\operatorname{tr}X}\right)=0,\qquad D(t)=e^{t\operatorname{tr}X}D(0).$$

If the same $X$ applies at every configuration, the Slater determinant only acquires a nonzero factor independent of the configuration, so it still describes the same physical state. Mixing with unoccupied orbitals is not covered by this result.

## Reading the Lean statements

`HasDerivAt f f' t` says that `f` is differentiable at `t` with derivative `f'`. The hypothesis `hA` imposes this entry by entry. `RCLike K` covers real and complex matrices, and the finite type `n` labels both rows and columns.

In `hasDerivAt_log_slater`, `X` is not the mixing matrix above but an arbitrary type of one-particle coordinates, which may include spin. The configuration `r` is fixed, and `φ'` supplies the orbital derivatives at the particle positions. The hypothesis `hψ` says that the configuration is not on a node. Orthonormality of the orbitals is not assumed, so the prefactor alone does not guarantee a normalised state. Jastrow factors, sums of determinants and Monte Carlo averages are not treated.

## The complete file

```lean
import Mathlib

open Matrix

namespace JacobiSlater

noncomputable section

variable {n : Type*} [Fintype n] [DecidableEq n] {K : Type*} [RCLike K]

/-- The trace of `adj(A) B` is the sum of the determinants obtained from `A` by replacing
one column at a time by the corresponding column of `B`. -/
theorem trace_adjugate_mul (A B : Matrix n n K) :
    (A.adjugate * B).trace = ∑ i, (A.updateCol i (fun k => B k i)).det := by
  -- each replaced determinant is a component of Cramer's rule
  simp only [← Matrix.cramer_apply, Matrix.cramer_eq_adjugate_mulVec]
  rfl

/-- Jacobi's formula: the derivative of `det A(t)` is `tr(adj(A) A')`, for real or complex
matrices with differentiable entries. -/
theorem hasDerivAt_det {A : ℝ → Matrix n n K} {A' : Matrix n n K} {t : ℝ}
    (hA : ∀ i j, HasDerivAt (fun s => A s i j) (A' i j) t) :
    HasDerivAt (fun s => (A s).det) ((A t).adjugate * A').trace t := by
  -- product rule for each permutation
  have hprod : ∀ σ : Equiv.Perm n,
      HasDerivAt (fun s => ((Equiv.Perm.sign σ : ℤ) : K) * ∏ i, A s (σ i) i)
        (((Equiv.Perm.sign σ : ℤ) : K) *
          ∑ i, (∏ j ∈ Finset.univ.erase i, A t (σ j) j) • A' (σ i) i) t := fun σ =>
    (HasDerivAt.fun_finsetProd (fun i _ => hA (σ i) i)).const_mul _
  have hsum := HasDerivAt.fun_sum (u := Finset.univ) (fun σ _ => hprod σ)
  simp only [Matrix.det_apply']
  refine hsum.congr_deriv ?_
  -- regroup the terms by the column that was differentiated
  rw [trace_adjugate_mul]
  simp only [Matrix.det_apply', Finset.mul_sum]
  rw [Finset.sum_comm]
  refine Finset.sum_congr rfl fun i _ => Finset.sum_congr rfl fun σ _ => ?_
  have hrest : ∏ j ∈ Finset.univ.erase i,
      (A t).updateCol i (fun k => A' k i) (σ j) j =
        ∏ j ∈ Finset.univ.erase i, A t (σ j) j :=
    Finset.prod_congr rfl fun j hj => Matrix.updateCol_ne (Finset.ne_of_mem_erase hj)
  rw [← Finset.mul_prod_erase Finset.univ _ (Finset.mem_univ i), hrest]
  simp only [Matrix.updateCol_self, smul_eq_mul]
  ring

/-- Where `A(t)` is invertible, the derivative of `det A` is `det(A) tr(A⁻¹ A')`. -/
theorem hasDerivAt_det_of_ne_zero {A : ℝ → Matrix n n K} {A' : Matrix n n K} {t : ℝ}
    (hA : ∀ i j, HasDerivAt (fun s => A s i j) (A' i j) t) (h0 : (A t).det ≠ 0) :
    HasDerivAt (fun s => (A s).det) ((A t).det * ((A t)⁻¹ * A').trace) t := by
  refine (hasDerivAt_det hA).congr_deriv ?_
  rw [Matrix.inv_def, Ring.inverse_eq_inv', Matrix.smul_mul, Matrix.trace_smul,
    smul_eq_mul, mul_inv_cancel_left₀ h0]

/-- For a real matrix `A(t)`, invertible at the given parameter value, the derivative of
`log |det A|` is `tr(A⁻¹ A')`. -/
theorem hasDerivAt_log_abs_det {A : ℝ → Matrix n n ℝ} {A' : Matrix n n ℝ} {t : ℝ}
    (hA : ∀ i j, HasDerivAt (fun s => A s i j) (A' i j) t) (h0 : (A t).det ≠ 0) :
    HasDerivAt (fun s => Real.log |(A s).det|) ((A t)⁻¹ * A').trace t := by
  simp only [Real.log_abs]
  exact ((hasDerivAt_det_of_ne_zero hA h0).log h0).congr_deriv (mul_div_cancel_left₀ _ h0)

/-- If a nonzero complex amplitude `f` has derivative `f w`, then `log |f|` has
derivative `Re w`. -/
theorem hasDerivAt_log_norm {f : ℝ → ℂ} {w : ℂ} {t : ℝ}
    (hf : HasDerivAt f (f t * w) t) (h0 : f t ≠ 0) :
    HasDerivAt (fun s => Real.log ‖f s‖) w.re t := by
  have hsq : HasDerivAt (fun s => ‖f s‖ ^ 2) (2 * inner ℝ (f t) (f t * w)) t := hf.norm_sq
  have hne : ‖f t‖ ^ 2 ≠ 0 := pow_ne_zero 2 (norm_ne_zero_iff.mpr h0)
  have hinner : inner ℝ (f t) (f t * w) = ‖f t‖ ^ 2 * w.re := by
    rw [Complex.inner, Complex.sq_norm, Complex.normSq_apply]
    simp only [Complex.mul_re, Complex.mul_im, Complex.conj_re, Complex.conj_im]
    ring
  -- the logarithm of the modulus is half that of the squared modulus
  have hlog : (fun s => Real.log ‖f s‖) = fun s => (1 / 2 : ℝ) * Real.log (‖f s‖ ^ 2) := by
    funext s
    rw [Real.log_pow]
    push_cast
    ring
  rw [hlog]
  refine ((hsq.log hne).const_mul (1 / 2 : ℝ)).congr_deriv ?_
  rw [hinner]
  field_simp

/-- The Slater matrix: row `i` holds the values of all orbitals at the position of
particle `i`. -/
def slaterMatrix {X : Type*} (φ : n → X → ℂ) (r : n → X) : Matrix n n ℂ :=
  Matrix.of fun i j => φ j (r i)

/-- The Slater determinant wavefunction with the prefactor `1/√(N!)`. -/
def slaterWavefunction {X : Type*} (φ : n → X → ℂ) (r : n → X) : ℂ :=
  ((Real.sqrt ((Fintype.card n).factorial : ℝ) : ℝ) : ℂ)⁻¹ * (slaterMatrix φ r).det

/-- At a configuration where the Slater wavefunction does not vanish, the parameter
derivative of `log |ψ|` is `Re tr(M⁻¹ M')`, where `M'` is the Slater matrix of the
differentiated orbitals. -/
theorem hasDerivAt_log_slater {X : Type*} {φ : ℝ → n → X → ℂ} {φ' : n → X → ℂ}
    {r : n → X} {t : ℝ}
    (hφ : ∀ i j, HasDerivAt (fun s => φ s j (r i)) (φ' j (r i)) t)
    (hψ : slaterWavefunction (φ t) r ≠ 0) :
    HasDerivAt (fun s => Real.log ‖slaterWavefunction (φ s) r‖)
      ((slaterMatrix (φ t) r)⁻¹ * slaterMatrix φ' r).trace.re t := by
  have hdet : (slaterMatrix (φ t) r).det ≠ 0 := right_ne_zero_of_mul hψ
  have hD := hasDerivAt_det_of_ne_zero (A := fun s => slaterMatrix (φ s) r)
    (A' := slaterMatrix φ' r) (fun i j => hφ i j) hdet
  -- the constant normalisation drops out of the logarithmic derivative
  have hW : HasDerivAt (fun s => slaterWavefunction (φ s) r)
      (slaterWavefunction (φ t) r *
        ((slaterMatrix (φ t) r)⁻¹ * slaterMatrix φ' r).trace) t :=
    (hD.const_mul ((Real.sqrt ((Fintype.card n).factorial : ℝ) : ℝ) : ℂ)⁻¹).congr_deriv
      (by simp only [slaterWavefunction]; ring)
  exact hasDerivAt_log_norm hW hψ

/-- If the columns of `A` (the orbitals) mix according to `A' = A X` with a constant
matrix `X`, then `det A(t) = exp(t tr X) det A(0)`. -/
theorem det_orbital_mixing {A : ℝ → Matrix n n ℂ} {X : Matrix n n ℂ}
    (hA : ∀ t i j, HasDerivAt (fun s => A s i j) ((A t * X) i j) t) (t : ℝ) :
    (A t).det = Complex.exp ((t : ℂ) * X.trace) * (A 0).det := by
  have hdet : ∀ s, HasDerivAt (fun u => (A u).det) ((A s).det * X.trace) s := fun s =>
    (hasDerivAt_det (hA s)).congr_deriv (by
      rw [← Matrix.mul_assoc, Matrix.adjugate_mul, Matrix.smul_mul, Matrix.one_mul,
        Matrix.trace_smul, smul_eq_mul])
  have hlin : ∀ s : ℝ, HasDerivAt (fun u : ℝ => -((u : ℂ) * X.trace)) (-X.trace) s := by
    intro s
    simpa using ((hasDerivAt_id s).ofReal_comp.mul_const X.trace).fun_neg
  -- the determinant with its exponential factor divided out has zero derivative
  have hconst : ∀ s : ℝ, HasDerivAt
      (fun u : ℝ => (A u).det * Complex.exp (-((u : ℂ) * X.trace))) 0 s := fun s =>
    ((hdet s).fun_mul (hlin s).cexp).congr_deriv (by ring)
  have h := is_const_of_deriv_eq_zero (fun s => (hconst s).differentiableAt)
    (fun s => (hconst s).deriv) t 0
  simp only [Complex.ofReal_zero, zero_mul, neg_zero, Complex.exp_zero, mul_one] at h
  rw [← h, mul_left_comm, ← Complex.exp_add, add_neg_cancel, Complex.exp_zero, mul_one]

end

end JacobiSlater
```

```lean
#print axioms JacobiSlater.hasDerivAt_log_abs_det
-- 'JacobiSlater.hasDerivAt_log_abs_det' depends on axioms: [propext, Classical.choice, Quot.sound]
#print axioms JacobiSlater.hasDerivAt_log_slater
-- 'JacobiSlater.hasDerivAt_log_slater' depends on axioms: [propext, Classical.choice, Quot.sound]
#print axioms JacobiSlater.det_orbital_mixing
-- 'JacobiSlater.det_orbital_mixing' depends on axioms: [propext, Classical.choice, Quot.sound]
```

## How the proof follows the derivation

`trace_adjugate_mul` is the column-replacement identity, obtained from Mathlib's Cramer map. In `hasDerivAt_det`, `hprod` differentiates one permutation's product and `hsum` adds the results. `Finset.sum_comm` then groups the terms by differentiated column, while `hrest` confirms that the other columns are unchanged.

`hasDerivAt_det_of_ne_zero` replaces the adjugate by the inverse, and `hasDerivAt_log_abs_det` applies the chain rule for the logarithm. In `hasDerivAt_log_norm`, `hsq` differentiates $|f|^2$, `hinner` evaluates the real inner product as $|f|^2\operatorname{Re}w$, and `hlog` supplies the factor one half.

For the Slater wavefunction, `hdet` extracts a nonzero determinant from `hψ`, and `hW` carries the constant prefactor through the derivative. In `det_orbital_mixing`, `hdet` is the equation $D'=D\operatorname{tr}X$ and `hconst` shows that $De^{-t\operatorname{tr}X}$ has zero derivative. `is_const_of_deriv_eq_zero` then equates its values at $t$ and $0$.
